# Island density in submonolayer growth under a quasi-steady nucleation rate: scaling form and Arrhenius slope

To extract a diffusion barrier from growth at several temperatures, one can plot the logarithm of the island density $N$ at a fixed coverage $\theta$ against the inverse temperature $b = 1/(k_B T)$ and fit a straight line. The slope is then set equal to $(iE_d + E)/(i+2)$, where $E_d$ is the diffusion barrier of an adatom, $i$ is the number of atoms in the critical nucleus and $E$ is its binding energy. For $i = 1$ and $E = 0$ the barrier is three times the slope. In a kinetic Monte Carlo simulation, where the barriers are inputs, the same formula gives a predicted slope to compare with the simulated one.

This conversion is exact if growth starts from a bare surface, islands nucleate at the mean-field rate defined below, the diffusion constant follows an Arrhenius law, and the flux, the critical size, the energies and the prefactors of both rates don't change with temperature. These conditions are sufficient; they are not claimed to be necessary. Under that rate law the density has a closed form, from which the slope follows.

```lean
import Mathlib

open Set

namespace IslandDensityScaling

noncomputable section
```

Mathlib is the mathematical library on which the file builds. Opening `Set` gives short names to intervals: `Ici 0` is $[0,\infty)$, `Icc 0 θ` is $[0,\theta]$ and `Ioo 0 θ` is $(0,\theta)$.

## The growth problem

```lean
/-- Rate, per unit coverage, at which islands nucleate when their density is `n`, for flux `F`,
diffusion constant `D`, inverse temperature `b` and a critical nucleus of size `i` with binding
energy `E`. The domain is `n ≠ 0`, `D ≠ 0`. -/
def nucleationRate (c F D b E : ℝ) (i : ℕ) (n : ℝ) : ℝ :=
  c * (F / D) ^ i * Real.exp (b * E) / n ^ (i + 1)
```

This defines the increase in island density per unit coverage when the density is $n$:

$$R(n) = \frac{c\,(F/D)^i\,e^{bE}}{n^{i+1}}.$$

Here $F$ is the deposition flux and $D$ the diffusion constant. The type `ℝ` holds real numbers, and `ℕ` holds the natural numbers, including zero.

The rate is postulated. For $i \ge 1$ it stands for the following picture. Critical nuclei are in local equilibrium with adatoms of density $n_1$, so their density is proportional to $n_1^i e^{bE}$, and a nucleus becomes a stable island when it captures one more adatom, at a rate proportional to $D n_1^{i+1} e^{bE}$ per unit time. Deposition balances capture by existing islands, so $n_1$ is proportional to $F/(Dn)$. Substituting this and dividing by $F$, since $\theta$ grows at rate $F$, gives $R(n)$. The constant $c$ collects the capture coefficients, which are taken not to vary during growth, and the constant of proportionality in the density of critical nuclei. Coalescence and re-evaporation are left out, and the balance is a poor description of the very first deposit, when there are hardly any islands to capture adatoms.

```lean
/-- The island density `N`, as a function of coverage, starts from a bare surface, is positive
at positive coverage and grows there by the nucleation rate. -/
structure IsIslandGrowth (c F D b E : ℝ) (i : ℕ) (N : ℝ → ℝ) : Prop where
  cont : ContinuousOn N (Ici 0)
  bare : N 0 = 0
  pos : ∀ θ, 0 < θ → 0 < N θ
  rate : ∀ θ, 0 < θ → HasDerivAt N (nucleationRate c F D b E i (N θ)) θ
```

A `structure` of type `Prop` is a bundle of conditions. Saying that `N` satisfies `IsIslandGrowth` means four things:

- `cont`: $N$ is continuous on $[0,\infty)$.
- `bare`: $N(0) = 0$.
- `pos`: $N(\theta) > 0$ for $\theta > 0$.
- `rate`: $N'(\theta) = R(N(\theta))$ for $\theta > 0$.

The rate law is imposed only at positive coverage, where the density is positive, so the singularity of $R$ at $n = 0$ is never met. Coverage runs over all of $[0,\infty)$, although the physical model is meant for the submonolayer range. `N` is formally a function on all real numbers, but its values at negative coverage are unconstrained.

```lean
/-- The closed scaling form of the island density at coverage `θ`, for `θ ≥ 0` and positive
`c`, `F`, `D`. -/
def islandDensity (c F D b E : ℝ) (i : ℕ) (θ : ℝ) : ℝ :=
  (((i : ℝ) + 2) * c * θ * Real.exp (b * E)) ^ (1 / ((i : ℝ) + 2))
    * (F / D) ^ ((i : ℝ) / ((i : ℝ) + 2))
```

This is the candidate solution, which I write as $S$:

$$S(\theta) = \big((i+2)\,c\,\theta\,e^{bE}\big)^{1/(i+2)}\,(F/D)^{i/(i+2)}.$$

The notation `(i : ℝ)` means the integer $i$ regarded as a real number, which the fractional exponents require.

## Solving for the density

```lean
variable {c F D b E : ℝ} {i : ℕ} {N : ℝ → ℝ}

/-- During growth the power `i + 2` of the island density is proportional to the coverage. -/
theorem growth_pow_law (hN : IsIslandGrowth c F D b E i N) {θ : ℝ} (hθ : 0 ≤ θ) :
    N θ ^ (i + 2) = ((i : ℝ) + 2) * (c * (F / D) ^ i * Real.exp (b * E)) * θ := by
  rcases hθ.eq_or_lt with rfl | h
  · simp [hN.bare]
  · -- the rate law makes the derivative of `N ^ (i + 2)` constant
    have hder : ∀ t ∈ Ioo 0 θ, HasDerivAt (fun t => N t ^ (i + 2))
        (((i : ℝ) + 2) * (c * (F / D) ^ i * Real.exp (b * E))) t := by
      intro t ht
      have hp : N t ≠ 0 := (hN.pos t ht.1).ne'
      refine ((hN.rate t ht.1).fun_pow (i + 2)).congr_deriv ?_
      rw [show i + 2 - 1 = i + 1 from rfl]
      unfold nucleationRate
      push_cast
      field_simp
    have hcont : ContinuousOn (fun t => N t ^ (i + 2)) (Icc 0 θ) :=
      (hN.cont.mono Icc_subset_Ici_self).pow _
    -- the mean value theorem needs no derivative at zero coverage
    obtain ⟨s, _, hs⟩ := exists_hasDerivAt_eq_slope (fun t => N t ^ (i + 2))
      (fun _ => ((i : ℝ) + 2) * (c * (F / D) ^ i * Real.exp (b * E))) h hcont hder
    have hs' : ((i : ℝ) + 2) * (c * (F / D) ^ i * Real.exp (b * E))
        = (N θ ^ (i + 2) - N 0 ^ (i + 2)) / (θ - 0) := hs
    have h0 : (0 : ℝ) ^ (i + 2) = 0 := by simp
    rw [hN.bare, h0, sub_zero, sub_zero, eq_div_iff h.ne'] at hs'
    exact hs'.symm
```

A theorem in Lean lists its hypotheses in brackets, then its conclusion after a colon, then its proof after `:= by`. Here the hypotheses are that `N` solves the growth problem and that $\theta \ge 0$. With $K = c\,(F/D)^i e^{bE}$, the conclusion is

$$N(\theta)^{i+2} = (i+2)\,K\,\theta.$$

By hand, differentiate the power at $t > 0$:

$$\frac{d}{dt}N^{i+2} = (i+2)\,N^{i+1}N' = (i+2)\,N^{i+1}\,\frac{K}{N^{i+1}} = (i+2)K.$$

The derivative is constant. For $\theta > 0$ the mean value theorem provides a point in $(0,\theta)$ where it equals the average slope, so

$$(i+2)K = \frac{N(\theta)^{i+2} - N(0)^{i+2}}{\theta} = \frac{N(\theta)^{i+2}}{\theta}.$$

At $\theta = 0$ both sides of the claim vanish. The mean value theorem asks for continuity on the closed interval but for a derivative only inside it, which suits a rate that is singular at the start.

In the proof, `rcases` separates $\theta = 0$ from $\theta > 0$. The step `hder` is the differentiation, with `field_simp` cancelling $N^{i+1}$; `hcont` is the continuity; and `exists_hasDerivAt_eq_slope` is the mean value theorem.

```lean
/-- The closed scaling form obeys the same power law in the coverage. -/
theorem islandDensity_pow (hc : 0 < c) (hF : 0 < F) (hD : 0 < D) {θ : ℝ} (hθ : 0 ≤ θ) :
    islandDensity c F D b E i θ ^ (i + 2)
      = ((i : ℝ) + 2) * (c * (F / D) ^ i * Real.exp (b * E)) * θ := by
  have hA : 0 ≤ ((i : ℝ) + 2) * c * θ * Real.exp (b * E) := by positivity
  have hB : 0 ≤ F / D := by positivity
  have e1 : 1 / ((i : ℝ) + 2) * ((i + 2 : ℕ) : ℝ) = 1 := by
    push_cast
    field_simp
  have e2 : (i : ℝ) / ((i : ℝ) + 2) * ((i + 2 : ℕ) : ℝ) = i := by
    push_cast
    field_simp
  unfold islandDensity
  rw [mul_pow, ← Real.rpow_natCast _ (i + 2), ← Real.rpow_mul hA, e1, Real.rpow_one,
    ← Real.rpow_natCast _ (i + 2), ← Real.rpow_mul hB, e2, Real.rpow_natCast]
  ring
```

The closed form obeys the same law, $S(\theta)^{i+2} = (i+2)K\theta$, when $c$, $F$ and $D$ are positive. Raising $S$ to the power $i+2$ multiplies its exponents $1/(i+2)$ and $i/(i+2)$ by $i+2$, which leaves

$$(i+2)\,c\,\theta\,e^{bE}\,(F/D)^i.$$

The steps `e1` and `e2` compute the two exponents. `Real.rpow_mul` combines powers of a nonnegative base, and `hA` and `hB` supply that sign.

```lean
/-- The closed scaling form is a solution of the growth problem. -/
theorem islandDensity_isIslandGrowth (hc : 0 < c) (hF : 0 < F) (hD : 0 < D) :
    IsIslandGrowth c F D b E i (islandDensity c F D b E i) := by
  have hpos : ∀ θ, 0 < θ → 0 < islandDensity c F D b E i θ := by
    intro θ hθ
    unfold islandDensity
    positivity
  refine ⟨?_, ?_, hpos, ?_⟩
  · have hlin : Continuous (fun t : ℝ => ((i : ℝ) + 2) * c * t * Real.exp (b * E)) := by
      fun_prop
    have hq : 0 ≤ 1 / ((i : ℝ) + 2) := by positivity
    exact ((hlin.rpow_const (fun _ => Or.inr hq)).mul continuous_const).continuousOn
  · have hq : 1 / ((i : ℝ) + 2) ≠ 0 := by positivity
    unfold islandDensity
    rw [mul_zero, zero_mul, Real.zero_rpow hq, zero_mul]
  · intro θ hθ
    have hn := hpos θ hθ
    have hp := islandDensity_pow (b := b) (E := E) (i := i) hc hF hD hθ.le
    have hA : 0 < ((i : ℝ) + 2) * c * θ * Real.exp (b * E) := by positivity
    have hlin : HasDerivAt (fun t : ℝ => ((i : ℝ) + 2) * c * t * Real.exp (b * E))
        (((i : ℝ) + 2) * c * Real.exp (b * E)) θ := by
      refine (((hasDerivAt_id' θ).const_mul (((i : ℝ) + 2) * c)).mul_const _).congr_deriv ?_
      ring
    have hd : HasDerivAt (islandDensity c F D b E i) _ θ :=
      (hlin.rpow_const (p := 1 / ((i : ℝ) + 2)) (Or.inl hA.ne')).mul_const
        ((F / D) ^ ((i : ℝ) / ((i : ℝ) + 2)))
    refine hd.congr_deriv ?_
    -- the slope of a power law is the density over `(i + 2) θ`
    have hval : ((i : ℝ) + 2) * c * Real.exp (b * E) * (1 / ((i : ℝ) + 2))
        * (((i : ℝ) + 2) * c * θ * Real.exp (b * E)) ^ (1 / ((i : ℝ) + 2) - 1)
        * (F / D) ^ ((i : ℝ) / ((i : ℝ) + 2))
        = islandDensity c F D b E i θ / (((i : ℝ) + 2) * θ) := by
      rw [Real.rpow_sub_one hA.ne']
      unfold islandDensity
      generalize (((i : ℝ) + 2) * c * θ * Real.exp (b * E)) ^ (1 / ((i : ℝ) + 2)) = P
      generalize (F / D) ^ ((i : ℝ) / ((i : ℝ) + 2)) = Q
      field_simp
    rw [hval]
    unfold nucleationRate
    rw [div_eq_div_iff (by positivity) (pow_pos hn _).ne']
    linear_combination hp
```

The closed form satisfies all four conditions, so the growth problem has a solution. Continuity, the zero value at $\theta = 0$ and positivity can be read off the formula, because the exponent $1/(i+2)$ is positive.

For the rate law, $S$ is a constant times $\theta^{1/(i+2)}$, and therefore

$$S'(\theta) = \frac{S(\theta)}{(i+2)\,\theta}.$$

The power law gives $(i+2)\theta = S^{i+2}/K$, and substitution yields $S' = K/S^{i+1} = R(S)$.

The step `hval` is the formula for the slope. `div_eq_div_iff` then multiplies out the denominators, and `linear_combination hp` closes the proof with the power law.

```lean
/-- A density solves the growth problem exactly when it equals the closed scaling form at every
nonnegative coverage. -/
theorem isIslandGrowth_iff (hc : 0 < c) (hF : 0 < F) (hD : 0 < D) :
    IsIslandGrowth c F D b E i N ↔ ∀ θ, 0 ≤ θ → N θ = islandDensity c F D b E i θ := by
  have hS := islandDensity_isIslandGrowth (b := b) (E := E) (i := i) hc hF hD
  constructor
  · intro hN θ hθ
    rcases hθ.eq_or_lt with rfl | h
    · rw [hN.bare, hS.bare]
    · -- two positive numbers with the same power `i + 2` agree
      refine (pow_left_inj₀ (hN.pos θ h).le (hS.pos θ h).le (Nat.succ_ne_zero (i + 1))).mp ?_
      exact (growth_pow_law hN hθ).trans (growth_pow_law hS hθ).symm
  · intro h
    refine ⟨hS.cont.congr (fun θ hθ => h θ hθ), ?_, ?_, ?_⟩
    · rw [h 0 le_rfl, hS.bare]
    · intro θ hθ
      rw [h θ hθ.le]
      exact hS.pos θ hθ
    · intro θ hθ
      rw [h θ hθ.le]
      refine (hS.rate θ hθ).congr_of_eventuallyEq ?_
      filter_upwards [Ioi_mem_nhds hθ] with t ht
      exact h t (le_of_lt ht)
```

The symbol `↔` means "if and only if". For positive $c$, $F$ and $D$, a function solves the growth problem exactly when it equals $S(\theta)$ at every $\theta \ge 0$.

In the forward direction, $N(\theta)$ and $S(\theta)$ have the same power $i+2$. Both are positive when $\theta > 0$, so they are equal; this is `pow_left_inj₀`. At $\theta = 0$ both vanish. In the reverse direction, $N$ inherits the four conditions from $S$. For the derivative at $\theta > 0$ the two functions must agree in a whole neighbourhood of $\theta$, and the `filter_upwards` line provides one inside the positive coverages.

## Slopes in temperature and flux

```lean
/-- The logarithm of the island density is affine in the inverse temperature and in the
logarithms of flux and diffusion constant. -/
theorem log_density (hc : 0 < c) (hF : 0 < F) (hD : 0 < D)
    (hN : IsIslandGrowth c F D b E i N) {θ : ℝ} (hθ : 0 < θ) :
    Real.log (N θ) = (Real.log (((i : ℝ) + 2) * c * θ) + b * E
      + i * (Real.log F - Real.log D)) / ((i : ℝ) + 2) := by
  have h := congrArg Real.log (growth_pow_law hN hθ.le)
  have h1 : ((i : ℝ) + 2) * c * θ ≠ 0 := by positivity
  have h2 : (F / D) ^ i ≠ 0 := by positivity
  rw [show ((i : ℝ) + 2) * (c * (F / D) ^ i * Real.exp (b * E)) * θ
      = ((i : ℝ) + 2) * c * θ * (F / D) ^ i * Real.exp (b * E) by ring,
    Real.log_mul (mul_ne_zero h1 h2) (Real.exp_ne_zero _), Real.log_mul h1 h2,
    Real.log_exp, Real.log_pow, Real.log_pow, Real.log_div hF.ne' hD.ne'] at h
  push_cast at h
  rw [eq_div_iff (by positivity)]
  linear_combination h
```

Taking the logarithm of the power law at $\theta > 0$ gives

$$(i+2)\ln N = \ln\big((i+2)c\theta\big) + bE + i(\ln F - \ln D),$$

and division by $i+2$ gives the stated formula. The proof does the same: `congrArg Real.log` takes the logarithm of both sides, and the `Real.log_mul`, `Real.log_pow` and `Real.log_div` lemmas expand it. The conditions `h1` and `h2` say that the factors being separated are nonzero.

```lean
/-- For thermally activated diffusion with barrier `Ed`, the logarithm of the island density at
fixed coverage has slope `(i Ed + E) / (i + 2)` in the inverse temperature. -/
theorem arrhenius_slope {D₀ Ed : ℝ} {N : ℝ → ℝ → ℝ} (hc : 0 < c) (hF : 0 < F) (hD : 0 < D₀)
    (hN : ∀ β, 0 < β → IsIslandGrowth c F (D₀ * Real.exp (-(β * Ed))) β E i (N β))
    {θ : ℝ} (hθ : 0 < θ) (hb : 0 < b) :
    HasDerivAt (fun β => Real.log (N β θ)) ((i * Ed + E) / ((i : ℝ) + 2)) b := by
  have hlin := (((hasDerivAt_id' b).mul_const (i * Ed + E)).const_add
    (Real.log (((i : ℝ) + 2) * c * θ) + i * (Real.log F - Real.log D₀))).div_const ((i : ℝ) + 2)
  rw [one_mul] at hlin
  refine hlin.congr_of_eventuallyEq ?_
  filter_upwards [Ioi_mem_nhds hb] with β hβ
  rw [log_density hc hF (by positivity) (hN β hβ) hθ,
    Real.log_mul hD.ne' (Real.exp_ne_zero _), Real.log_exp]
  ring
```

Here `N` takes two arguments: `N β θ` is the density at inverse temperature $\beta$ and coverage $\theta$. The hypothesis `hN` says that at every $\beta > 0$ it solves the growth problem with $D = D_0 e^{-\beta E_d}$, where $D_0 > 0$ is the prefactor of diffusion. The quantities $c$, $F$, $D_0$, $E_d$, $E$ and $i$ are the same at all temperatures. A critical size that changes within the fitted range is therefore not covered.

Since $\ln D = \ln D_0 - \beta E_d$, the previous formula becomes

$$\ln N = \frac{\ln\big((i+2)c\theta\big) + i(\ln F - \ln D_0) + \beta\,(iE_d + E)}{i+2}.$$

This is a straight line in $\beta$, so at any $b > 0$

$$\frac{\partial \ln N}{\partial \beta}\bigg|_{\beta = b} = \frac{iE_d + E}{i+2}.$$

In Lean, `hlin` is the derivative of the straight line, and the remaining lines show that $\ln N$ coincides with it near $b$. A single slope fixes only the combination $iE_d + E$; separating the two energies takes further information.

```lean
/-- At fixed coverage and temperature the logarithm of the island density has slope
`i / (i + 2)` in the logarithm `u` of the flux. -/
theorem flux_exponent {N : ℝ → ℝ → ℝ} (hc : 0 < c) (hD : 0 < D)
    (hN : ∀ u, IsIslandGrowth c (Real.exp u) D b E i (N u)) {θ : ℝ} (hθ : 0 < θ) (u : ℝ) :
    HasDerivAt (fun v => Real.log (N v θ)) ((i : ℝ) / ((i : ℝ) + 2)) u := by
  have hlin := (((hasDerivAt_id' u).mul_const (i : ℝ)).const_add
    (Real.log (((i : ℝ) + 2) * c * θ) + b * E - i * Real.log D)).div_const ((i : ℝ) + 2)
  rw [one_mul] at hlin
  refine hlin.congr_of_eventuallyEq (Filter.Eventually.of_forall fun v => ?_)
  show Real.log (N v θ) = _
  rw [log_density hc (Real.exp_pos v) hD (hN v) hθ, Real.log_exp]
  ring

end

end IslandDensityScaling
```

Now the temperature is fixed and the flux varies. Writing $F = e^u$ makes the flux positive for every real $u$ and turns a derivative with respect to $\ln F$ into an ordinary derivative with respect to $u$. The function `N` again has two arguments, the first now being the logarithm of the flux. The logarithmic formula is affine in $u$ with coefficient $i/(i+2)$, so

$$\frac{\partial \ln N}{\partial \ln F} = \frac{i}{i+2}$$

at fixed coverage. The proof follows the pattern of the temperature slope.

The exponent is $1/3$ for $i = 1$ and $1/2$ for $i = 2$. The case $i = 0$ is allowed too: the density then doesn't depend on the flux, and the temperature slope is $E/2$, where $E$ is only a parameter of the rate, since an empty nucleus has no binding energy. Within this mean-field model with fixed $i$, a flux series from a growth simulation thus gives the critical size, which the conversion of the temperature slope needs as input.

```lean
#print axioms IslandDensityScaling.islandDensity_isIslandGrowth
#print axioms IslandDensityScaling.isIslandGrowth_iff
#print axioms IslandDensityScaling.arrhenius_slope
#print axioms IslandDensityScaling.flux_exponent
```

```
'IslandDensityScaling.islandDensity_isIslandGrowth' depends on axioms: [propext, Classical.choice, Quot.sound]
'IslandDensityScaling.isIslandGrowth_iff' depends on axioms: [propext, Classical.choice, Quot.sound]
'IslandDensityScaling.arrhenius_slope' depends on axioms: [propext, Classical.choice, Quot.sound]
'IslandDensityScaling.flux_exponent' depends on axioms: [propext, Classical.choice, Quot.sound]
```
